# Differentiating the charge-equilibration energy at fixed total charge: no charge-response term

Take two uncoupled sites with electronegativities $0$ and $2$ and the same self-interaction $t>0$. With zero total charge the charges are $(s,-s)$, and the energy is

$$-2s+\tfrac12 t\,(s^2+s^2)=-2s+ts^2 .$$

It is smallest at $s=1/t$, where it equals $-1/t$. At $t=1$ the charges are $(1,-1)$ and the minimised energy has slope $1/t^2=1$. Now freeze the charges at $(1,-1)$ and vary $t$. The energy is $t-2$, again with slope $1$, although the true charges do move at first order. The two energies differ by

$$-\frac1t-(t-2)=-\frac{(t-1)^2}{t},$$

which is of second order in $t-1$. At $t=1.1$ the frozen energy is $-0.9$, the minimised one about $-0.90909$, and relaxation gains only about $0.00909$.

The problems below show that the two slopes agree for any finite number of sites, provided that the parameters are differentiable at the point where the charges are frozen and the interaction matrix is symmetric positive definite near it.

## The model

The sites are labelled by a finite type `n`.

```lean
import Mathlib

open Matrix Filter Topology Asymptotics

namespace ChargeEquilibrationForce

noncomputable section

variable {n : Type*} [Fintype n]
```

A charge vector $q$ has energy $E(q)=\chi^{T}q+\tfrac12 q^{T}Aq$. Here $\chi$ holds the electronegativities, the diagonal of $A$ the self-interactions and the off-diagonal entries the couplings between sites. In Lean, `⬝ᵥ` is the dot product and `*ᵥ` applies a matrix to a vector.

```lean
/-- Charge-equilibration energy `χᵀq + ½ qᵀAq` of the charges `q`. -/
def energy (χ : n → ℝ) (A : Matrix n n ℝ) (q : n → ℝ) : ℝ :=
  χ ⬝ᵥ q + 1 / 2 * (q ⬝ᵥ A *ᵥ q)
```

For symmetric $A$, the derivative of the energy with respect to the charge on site $i$ is the $i$-th entry of $\chi+Aq$. This vector is called the site potential here. It includes the electronegativities and the self-interactions, so it is not the electrostatic potential of the other charges alone.

```lean
/-- Site potential `χ + Aq` felt by the charges. -/
def sitePotential (χ : n → ℝ) (A : Matrix n n ℝ) (q : n → ℝ) : n → ℝ :=
  χ + A *ᵥ q
```

Charges are equilibrated when they have total $Q$ and no other charges of total $Q$ have lower energy. Individual charges are unbounded real numbers.

```lean
/-- The charges `q` have total `Q` and minimise the energy among all charges of total `Q`. -/
def IsEquilibrated (χ : n → ℝ) (A : Matrix n n ℝ) (Q : ℝ) (q : n → ℝ) : Prop :=
  ∑ i, q i = Q ∧ ∀ p : n → ℝ, ∑ i, p i = Q → energy χ A q ≤ energy χ A p
```

The minimised energy $E_{\min}$ is an infimum over all charges of total $Q$, so it is defined without choosing a minimiser.

```lean
/-- Minimised energy: the infimum of the energy over all charges of total `Q`. -/
def minEnergy (χ : n → ℝ) (A : Matrix n n ℝ) (Q : ℝ) : ℝ :=
  sInf (energy χ A '' {q | ∑ i, q i = Q})
```

Positive definiteness means that every nonzero charge displacement has a positive quadratic energy cost. It is assumed here, not derived from a particular form of the Coulomb interaction.

## (a) The infimum is attained

**Task.** Let $q$ be equilibrated. Show that $E_{\min}=E(q)$.

**Solution.** The charges $q$ have total $Q$, so $E(q)$ is one of the energies over which the infimum runs. By minimality none of them is lower. A least element of a set is its infimum.

`IsLeast.csInf_eq` is this last sentence. Neither symmetry nor positivity of $A$ is used.

```lean
/-- Equilibrated charges attain the minimised energy. -/
theorem minEnergy_eq {χ : n → ℝ} {A : Matrix n n ℝ} {Q : ℝ} {q : n → ℝ}
    (h : IsEquilibrated χ A Q q) : minEnergy χ A Q = energy χ A q := by
  apply IsLeast.csInf_eq
  refine ⟨⟨q, h.1, rfl⟩, ?_⟩
  rintro _ ⟨p, hp, rfl⟩
  exact h.2 p hp
```

## (b) Expanding about given charges

**Task.** For symmetric $A$ and any $q$ and $d$, show that
$$E(q+d)=E(q)+(\chi+Aq)^{T}d+\tfrac12 d^{T}Ad .$$

**Solution.** Multiplying out gives
$$E(q+d)=\chi^{T}q+\chi^{T}d+\tfrac12\left(q^{T}Aq+q^{T}Ad+d^{T}Aq+d^{T}Ad\right).$$
By symmetry $q^{T}Ad=d^{T}Aq=(Aq)^{T}d$, so the two cross terms together contribute $(Aq)^{T}d$.

In the Lean proof `h1` is the symmetry step, and `linear_combination` collects the terms.

```lean
/-- For symmetric `A`, the energy after a charge displacement `d` is the old energy plus a
term linear in `d`, given by the site potential, plus a quadratic term. -/
theorem energy_add {A : Matrix n n ℝ} (hA : A.IsSymm) (χ q d : n → ℝ) :
    energy χ A (q + d) =
      energy χ A q + sitePotential χ A q ⬝ᵥ d + 1 / 2 * (d ⬝ᵥ A *ᵥ d) := by
  have h1 : q ⬝ᵥ A *ᵥ d = d ⬝ᵥ A *ᵥ q := by
    rw [Matrix.dotProduct_mulVec, ← Matrix.mulVec_transpose, hA.eq, dotProduct_comm]
  have h2 := dotProduct_comm (A *ᵥ q) d
  simp only [energy, sitePotential, Matrix.mulVec_add, add_dotProduct, dotProduct_add]
  linear_combination (1 / 2) * h1 - h2
```

## (c) Charge transfers at equilibrium

**Task.** Let $A$ be symmetric, $q$ equilibrated and $\sum_i d_i=0$. Show that
$$(\chi+Aq)^{T}d=0 .$$

**Solution.** For every real $s$ the charges $q+sd$ still have total $Q$. Write $b=(\chi+Aq)^{T}d$ and $a=d^{T}Ad$. Minimality and (b) give
$$0\le E(q+sd)-E(q)=\tfrac12 a s^2+bs\qquad\text{for all } s .$$
A quadratic that is never negative has discriminant at most zero. Its constant term is zero, so the discriminant is $b^2$, and $b=0$.

The inequality is `key`, and `discrim_le_zero` supplies the bound on the discriminant.

```lean
/-- For symmetric `A`, the energy of equilibrated charges has no first-order response to a
charge transfer `d` that conserves the total charge. -/
theorem charge_response_vanishes {χ : n → ℝ} {A : Matrix n n ℝ} {Q : ℝ} {q d : n → ℝ}
    (hA : A.IsSymm) (h : IsEquilibrated χ A Q q) (hd : ∑ i, d i = 0) :
    sitePotential χ A q ⬝ᵥ d = 0 := by
  -- a parabola through zero that is never negative has no linear term
  have key : ∀ s : ℝ, 0 ≤ (1 / 2 * (d ⬝ᵥ A *ᵥ d)) * (s * s)
      + (sitePotential χ A q ⬝ᵥ d) * s + 0 := by
    intro s
    have h1 := h.2 (q + s • d) (by
      simp [Finset.sum_add_distrib, ← Finset.mul_sum, hd, h.1])
    rw [energy_add hA] at h1
    simp only [Matrix.mulVec_smul, dotProduct_smul, smul_dotProduct, smul_eq_mul] at h1
    linarith
  have h2 := discrim_le_zero key
  unfold discrim at h2
  nlinarith [sq_nonneg (sitePotential χ A q ⬝ᵥ d)]
```

## (d) How much relaxation can gain

**Task.** Let $q$ be equilibrated for $\chi_0$ and symmetric $A_0$. Change the parameters to $\chi$ and a positive definite $A$, and let $r=(\chi+Aq)-(\chi_0+A_0q)$ be the change of the site potential at frozen charges. With $E$ and $E_{\min}$ taken at the new parameters, show that
$$E(q)-\tfrac12 r^{T}A^{-1}r\;\le\;E_{\min}\;\le\;E(q).$$

**Solution.** The upper bound holds because $q$ still has total $Q$. For the lower bound let $p$ be any charges of total $Q$, and set $d=p-q$, which sums to zero. By (c) at the old parameters, $(\chi_0+A_0q)^{T}d=0$, so the linear term in (b) is $r^{T}d$:
$$E(p)=E(q)+r^{T}d+\tfrac12 d^{T}Ad .$$
With $u=A^{-1}r$, positive definiteness gives
$$0\le\tfrac12(u+d)^{T}A(u+d)=\tfrac12 r^{T}A^{-1}r+r^{T}d+\tfrac12 d^{T}Ad .$$
Hence $E(p)\ge E(q)-\tfrac12 r^{T}A^{-1}r$ for every such $p$, and the infimum obeys the same bound.

In the opening example at $t=1.1$, $r=(0.1,-0.1)$ and $\tfrac12 r^{T}A^{-1}r=0.01/1.1\approx0.00909$, which is exactly the energy gained.

The bound for each $p$ is `low`. The square is expanded in `h3`, by using (b) with zero electronegativity, and `h4` says that it is nonnegative.

```lean
/-- Let `q` be equilibrated for `χ₀` and symmetric `A₀`. For new parameters `χ` and positive
definite `A`, relaxing the charges at fixed total charge `Q` lowers the energy of the frozen charges
`q` by at most `½ rᵀA⁻¹r`, where `r` is the change of the site potential at `q`. -/
theorem relaxation_bounds [DecidableEq n] {χ₀ χ : n → ℝ} {A₀ A : Matrix n n ℝ} {Q : ℝ}
    {q r : n → ℝ} (hA₀ : A₀.IsSymm) (hA : A.PosDef) (h : IsEquilibrated χ₀ A₀ Q q)
    (hr : r = sitePotential χ A q - sitePotential χ₀ A₀ q) :
    energy χ A q - 1 / 2 * (r ⬝ᵥ A⁻¹ *ᵥ r) ≤ minEnergy χ A Q ∧
      minEnergy χ A Q ≤ energy χ A q := by
  have hs : A.IsSymm := by
    have h1 := hA.isHermitian.eq
    rwa [Matrix.conjTranspose_eq_transpose_of_trivial] at h1
  have hu : A *ᵥ (A⁻¹ *ᵥ r) = r := by
    rw [Matrix.mulVec_mulVec, Matrix.mul_nonsing_inv _ hA.det_pos.ne'.isUnit,
      Matrix.one_mulVec]
  have low : ∀ p : n → ℝ, ∑ i, p i = Q →
      energy χ A q - 1 / 2 * (r ⬝ᵥ A⁻¹ *ᵥ r) ≤ energy χ A p := by
    intro p hp
    have h0 := charge_response_vanishes (d := p - q) hA₀ h (by
      simp [Finset.sum_sub_distrib, hp, h.1])
    have h1 := energy_add hs χ q (p - q)
    rw [add_sub_cancel] at h1
    have h2 : r ⬝ᵥ (p - q) = sitePotential χ A q ⬝ᵥ (p - q) := by
      rw [hr, sub_dotProduct, h0, sub_zero]
    -- complete the square around the displacement `-A⁻¹r`
    have h3 := energy_add hs 0 (A⁻¹ *ᵥ r) (p - q)
    have h4 : 0 ≤ (A⁻¹ *ᵥ r + (p - q)) ⬝ᵥ A *ᵥ (A⁻¹ *ᵥ r + (p - q)) := by
      simpa only [star_trivial] using
        hA.posSemidef.dotProduct_mulVec_nonneg (A⁻¹ *ᵥ r + (p - q))
    simp only [energy, sitePotential, zero_dotProduct, zero_add, hu] at h3
    have h5 := dotProduct_comm (A⁻¹ *ᵥ r) r
    linarith
  unfold minEnergy
  constructor
  · refine le_csInf (Set.Nonempty.image _ ⟨q, h.1⟩) ?_
    rintro _ ⟨p, hp, rfl⟩
    exact low p hp
  · refine csInf_le ⟨energy χ A q - 1 / 2 * (r ⬝ᵥ A⁻¹ *ᵥ r), ?_⟩ ⟨q, h.1, rfl⟩
    rintro _ ⟨p, hp, rfl⟩
    exact low p hp
```

## (e) The derivative

**Task.** Let the entries of $\chi(t)$ and $A(t)$ be differentiable at $t_0$ with derivatives $\chi'$ and $A'$, let $A(t)$ be symmetric positive definite for $t$ near $t_0$, and let $q$ be equilibrated at $t_0$. Show that at fixed $Q$
$$\left.\frac{dE_{\min}}{dt}\right|_{t_0}=\chi'^{T}q+\tfrac12 q^{T}A'q .$$

**Solution.** Let $E_t$ be the energy with the parameters at $t$. Since $q$ is constant, $E_t(q)=\chi(t)^{T}q+\tfrac12q^{T}A(t)q$ has the stated derivative. It remains to show that $E_{\min}(t)-E_t(q)$ has derivative zero.

Let $r(t)$ be the change of the site potential at charges $q$ between $t_0$ and $t$. It is differentiable at $t_0$ and vanishes there, so $r(t)=O(t-t_0)$. The inverse $A(t)^{-1}$ is the adjugate divided by the determinant, and the determinant is nonzero at $t_0$, so the inverse is continuous there. Thus $A(t)^{-1}r(t)\to0$, and
$$r(t)^{T}A(t)^{-1}r(t)=o(t-t_0).$$
By (d), $|E_{\min}(t)-E_t(q)|\le\tfrac12 r(t)^{T}A(t)^{-1}r(t)$ near $t_0$. By (a) the difference is zero at $t_0$, so its derivative there is zero.

The hypotheses `hχ` and `hA` are the entrywise derivatives. `hpos` is positivity near `t₀`, with symmetry included in `PosDef`, and `hq` is equilibration at `t₀` alone. No differentiability of the charges is assumed. In the proof, `he` is the frozen-charge derivative, `hinv` the continuity of the inverse, `hrO` and `hs` the two order estimates, and `hdiff` the vanishing derivative of the difference.

When $t$ is an atomic coordinate, the force along it due to this energy is the negative of this derivative. It can be computed from the equilibrated charges and the derivatives of $\chi$ and $A$, without derivatives of the charges. The theorem covers charges that are true minimisers with only their total constrained; incompletely converged charges are not covered.

```lean
/-- Let `χ` and `A` be differentiable at `t₀`, with `A` symmetric positive definite near `t₀`,
and let `q` be equilibrated at `t₀`. At fixed total charge the minimised energy has derivative
`χ'ᵀq + ½ qᵀA'q` at `t₀`. -/
theorem hasDerivAt_minEnergy {χ : ℝ → n → ℝ} {A : ℝ → Matrix n n ℝ} {χ' : n → ℝ}
    {A' : Matrix n n ℝ} {Q t₀ : ℝ} {q : n → ℝ}
    (hχ : ∀ i, HasDerivAt (fun t => χ t i) (χ' i) t₀)
    (hA : ∀ i j, HasDerivAt (fun t => A t i j) (A' i j) t₀)
    (hpos : ∀ᶠ t in 𝓝 t₀, (A t).PosDef)
    (hq : IsEquilibrated (χ t₀) (A t₀) Q q) :
    HasDerivAt (fun t => minEnergy (χ t) (A t) Q)
      (χ' ⬝ᵥ q + 1 / 2 * (q ⬝ᵥ A' *ᵥ q)) t₀ := by
  classical
  have hp₀ : (A t₀).PosDef := hpos.self_of_nhds
  have hs₀ : (A t₀).IsSymm := by
    have h1 := hp₀.isHermitian.eq
    rwa [Matrix.conjTranspose_eq_transpose_of_trivial] at h1
  -- derivative of the energy at frozen charges
  have he : HasDerivAt (fun t => energy (χ t) (A t) q)
      (χ' ⬝ᵥ q + 1 / 2 * (q ⬝ᵥ A' *ᵥ q)) t₀ := by
    simp only [energy, dotProduct, Matrix.mulVec]
    exact (HasDerivAt.fun_sum fun i _ => (hχ i).mul_const (q i)).fun_add
      ((HasDerivAt.fun_sum fun i _ => (HasDerivAt.fun_sum fun j _ =>
        (hA i j).mul_const (q j)).const_mul (q i)).const_mul (1 / 2))
  -- the inverse matrix is continuous at `t₀`
  have hc : ContinuousAt A t₀ :=
    continuousAt_pi.2 fun i => continuousAt_pi.2 fun j => (hA i j).continuousAt
  have hinv : ∀ i j, ContinuousAt (fun t => (A t)⁻¹ i j) t₀ := by
    intro i j
    have hdet : ContinuousAt (fun t => (A t).det) t₀ :=
      (continuous_id.matrix_det).continuousAt.comp hc
    have hadj : ContinuousAt (fun t => (A t).adjugate i j) t₀ :=
      ((continuous_id.matrix_adjugate).matrix_elem i j).continuousAt.comp hc
    simp only [Matrix.inv_def, Ring.inverse_eq_inv', Matrix.smul_apply, smul_eq_mul]
    exact (hdet.inv₀ hp₀.det_pos.ne').mul hadj
  -- the change of the site potential is of first order
  let r : ℝ → n → ℝ := fun t =>
    sitePotential (χ t) (A t) q - sitePotential (χ t₀) (A t₀) q
  have hd : ∀ i, HasDerivAt (fun t => sitePotential (χ t) (A t) q i)
      (χ' i + ∑ j, A' i j * q j) t₀ := fun i =>
    (hχ i).fun_add (HasDerivAt.fun_sum fun j _ => (hA i j).mul_const (q j))
  have hrO : ∀ i, (fun t => r t i) =O[𝓝 t₀] (fun t => t - t₀) := fun i =>
    (hd i).hasFDerivAt.isBigO_sub
  have hr0 : ∀ i, Tendsto (fun t => r t i) (𝓝 t₀) (𝓝 0) := by
    intro i
    have h1 := (hd i).continuousAt.tendsto.sub_const (sitePotential (χ t₀) (A t₀) q i)
    rw [sub_self] at h1
    exact h1
  -- hence the relaxation energy is of higher than first order
  have hs : (fun t => r t ⬝ᵥ (A t)⁻¹ *ᵥ r t) =o[𝓝 t₀] (fun t => t - t₀) := by
    have hterm : ∀ i ∈ (Finset.univ : Finset n),
        (fun t => r t i * ∑ j, (A t)⁻¹ i j * r t j) =o[𝓝 t₀] (fun t => t - t₀) := by
      intro i _
      have h1 : Tendsto (fun t => ∑ j, (A t)⁻¹ i j * r t j) (𝓝 t₀) (𝓝 0) := by
        have h2 := tendsto_finsetSum Finset.univ
          fun j _ => (hinv i j).tendsto.mul (hr0 j)
        simpa only [mul_zero, Finset.sum_const_zero] using h2
      have h3 := (hrO i).mul_isLittleO ((isLittleO_one_iff ℝ).2 h1)
      simpa only [mul_one] using h3
    refine (IsLittleO.sum hterm).congr_left fun t => ?_
    simp [dotProduct, Matrix.mulVec]
  have hlo : (fun t => minEnergy (χ t) (A t) Q - energy (χ t) (A t) q)
      =o[𝓝 t₀] (fun t => t - t₀) := by
    refine IsBigO.trans_isLittleO (IsBigO.of_bound 1 (hpos.mono fun t ht => ?_)) hs
    obtain ⟨h1, h2⟩ := relaxation_bounds (r := r t) hs₀ ht hq rfl
    rw [Real.norm_eq_abs, Real.norm_eq_abs, abs_of_nonpos (by linarith), one_mul]
    linarith [le_abs_self (r t ⬝ᵥ (A t)⁻¹ *ᵥ r t)]
  have hdiff : HasDerivAt
      (fun t => minEnergy (χ t) (A t) Q - energy (χ t) (A t) q) 0 t₀ := by
    rw [hasDerivAt_iff_isLittleO]
    refine hlo.congr_left fun t => ?_
    simp [minEnergy_eq hq]
  simpa only [sub_add_cancel, zero_add] using hdiff.fun_add he
```

## (f) Response to a uniform field

**Task.** Let the sites have coordinates $x_i$ along a uniform field of strength $F$, so that $\chi$ becomes $\chi-Fx$, and let $A$ be constant and positive definite. For charges $q$ equilibrated at $F_0$, show that at fixed $Q$
$$\left.\frac{dE_{\min}}{dF}\right|_{F_0}=-\sum_i x_iq_i .$$

**Solution.** Use (e) with $t=F$. The electronegativities have derivative $-x$ and the matrix has derivative $0$, so the result is $-x^{T}q$, the negative of the dipole moment along the field. The sign convention is that a charge $q_i$ at $x_i$ has field energy $-Fx_iq_i$.

The Lean proof makes the same substitution in `hasDerivAt_minEnergy`.

```lean
/-- For sites at positions `x` along a uniform field `F` and a constant positive definite `A`,
the derivative of the minimised energy with respect to `F` at fixed total charge is minus the
dipole moment `∑ xᵢqᵢ` of the equilibrated charges. -/
theorem hasDerivAt_minEnergy_field {χ x q : n → ℝ} {A : Matrix n n ℝ} {Q F₀ : ℝ}
    (hA : A.PosDef) (hq : IsEquilibrated (χ - F₀ • x) A Q q) :
    HasDerivAt (fun F : ℝ => minEnergy (χ - F • x) A Q) (-(x ⬝ᵥ q)) F₀ := by
  have h := hasDerivAt_minEnergy (χ := fun F : ℝ => χ - F • x) (A := fun _ => A)
    (χ' := -x) (A' := 0) (t₀ := F₀)
    (fun i => by
      have h1 := ((hasDerivAt_id F₀).mul_const (x i)).const_sub (χ i)
      simpa using h1)
    (fun i j => hasDerivAt_const F₀ (A i j)) (Eventually.of_forall fun _ => hA) hq
  simpa using h
```

## (g) A coupled pair of sites

**Task.** For $\chi=(1,0)$, $Q=0$ and
$$A=\begin{pmatrix}2&1\\1&2\end{pmatrix},$$
show that $A$ is positive definite and that $q=(-\tfrac12,\tfrac12)$ is equilibrated.

**Solution.** Number the sites $0$ and $1$. The matrix is symmetric, and for $x\neq0$
$$x^{T}Ax=2x_0^2+2x_0x_1+2x_1^2=x_0^2+x_1^2+(x_0+x_1)^2>0 .$$
Charges of total zero have the form $p=(p_0,-p_0)$, with energy
$$E(p)=p_0+p_0^2=\left(p_0+\tfrac12\right)^2-\tfrac14 .$$
This is smallest at $p_0=-\tfrac12$.

The squares $(x_0+x_1)^2$ and $(p_0+\tfrac12)^2$ are the hints given to the last `nlinarith` of each part. The pair is a concrete system to which (f) applies at $F_0=0$, for any site coordinates.

```lean
/-- Two sites with `χ = (1, 0)`, self-interaction 2, coupling 1 and total charge zero:
the matrix is positive definite and the charges `(-1/2, 1/2)` are equilibrated. -/
theorem twoSite_witness :
    (!![2, 1; 1, 2] : Matrix (Fin 2) (Fin 2) ℝ).PosDef ∧
      IsEquilibrated ![1, 0] !![2, 1; 1, 2] 0 ![-1 / 2, 1 / 2] := by
  constructor
  · rw [Matrix.posDef_iff_dotProduct_mulVec]
    refine ⟨by ext i j; fin_cases i <;> fin_cases j <;> simp, fun {x} hx => ?_⟩
    have h1 : 0 < x 0 ^ 2 + x 1 ^ 2 := by
      by_contra hn
      apply hx
      ext i
      fin_cases i
      · show x 0 = 0
        nlinarith [sq_nonneg (x 0), sq_nonneg (x 1)]
      · show x 1 = 0
        nlinarith [sq_nonneg (x 0), sq_nonneg (x 1)]
    simp only [star_trivial, dotProduct, Matrix.mulVec, Fin.sum_univ_two, Matrix.of_apply,
      Matrix.cons_val_zero, Matrix.cons_val_one]
    nlinarith [sq_nonneg (x 0 + x 1)]
  · refine ⟨by norm_num [Fin.sum_univ_two], fun p hp => ?_⟩
    rw [Fin.sum_univ_two] at hp
    have h1 : p 1 = -p 0 := by linarith
    simp only [energy, dotProduct, Matrix.mulVec, Fin.sum_univ_two, Matrix.of_apply,
      Matrix.cons_val_zero, Matrix.cons_val_one, h1]
    nlinarith [sq_nonneg (p 0 + 1 / 2)]

end

end ChargeEquilibrationForce
```

```lean
#print axioms ChargeEquilibrationForce.charge_response_vanishes
#print axioms ChargeEquilibrationForce.hasDerivAt_minEnergy_field
```

```
'ChargeEquilibrationForce.charge_response_vanishes' depends on axioms: [propext, Classical.choice, Quot.sound]
'ChargeEquilibrationForce.hasDerivAt_minEnergy_field' depends on axioms: [propext, Classical.choice, Quot.sound]
```
